# A lone hole hopping with amplitudes $-t_{xy}\le 0$ has its lowest energy in a ferromagnetic background

Let $X$ be a finite set of lattice sites, each carrying one spin except for a single empty site, the hole. When the hole is at $x$, the remaining spins are in some configuration $s$ from a finite set $S_x$. A real state is a function $\phi(x,s)$, and its squared norm is $\sum_x\sum_s\phi(x,s)^2$.

When the hole hops from $x$ to $y$, the spins are rearranged by a bijection $\tau_{xy}:S_x\to S_y$. The Hamiltonian is

$$(H\phi)(x,s)=-\sum_y t_{xy}\,\phi(y,\tau_{xy}s),$$

with real $t_{xy}$. All double sums run over ordered pairs, so each bond is counted in both directions. Define the hole amplitude of $\phi$, and the ferromagnetic energy of any real function $f$ on the sites, by

$$\psi(x)=\sqrt{\sum_s\phi(x,s)^2},\qquad F(f)=-\sum_{x,y}t_{xy}f(x)f(y).$$

$F(f)$ is the energy of a hole moving through fully aligned spins, where a hop changes nothing but the hole's position. The claim is that if all $t_{xy}\ge0$, then $\langle\phi,H\phi\rangle\ge F(\psi)$.

The model describes the Hubbard model at infinite repulsion with exactly one hole: double occupancy is forbidden, and only hopping contributes to the energy. The condition $t_{xy}\ge0$ is a condition on signs. If the signs of the basis states are chosen to absorb the fermionic signs, the electrons' hopping term is $+t_{xy}c^\dagger_{x\sigma}c_{y\sigma}$, and the condition says that these coefficients are nonnegative.

## Cauchy–Schwarz on every bond

**Matrix elements.** Inserting the definition of $H$ and exchanging the sums over $s$ and $y$ gives

$$\langle\chi,H\phi\rangle=-\sum_{x,y}t_{xy}\sum_{s\in S_x}\chi(x,s)\,\phi(y,\tau_{xy}s).$$

**Symmetry.** Suppose $t_{xy}=t_{yx}$ and $\tau_{yx}=\tau_{xy}^{-1}$. Substituting $r=\tau_{xy}s$ in the inner sum turns it into $\sum_{r\in S_y}\phi(y,r)\,\chi(x,\tau_{yx}r)$. Multiplying by $t_{xy}=t_{yx}$, summing, and exchanging the names $x$ and $y$ gives $\langle\phi,H\chi\rangle$. These two assumptions make $H$ symmetric; the energy bound does not use them.

**The bound.** For one pair $x,y$, the Cauchy–Schwarz inequality gives

$$\sum_s\phi(x,s)\phi(y,\tau_{xy}s)\le\sqrt{\sum_s\phi(x,s)^2}\,\sqrt{\sum_s\phi(y,\tau_{xy}s)^2}=\psi(x)\psi(y).$$

The last step holds because $\tau_{xy}s$ runs through $S_y$ exactly once. Multiplying by $-t_{xy}\le0$ reverses the inequality, and summing over $x,y$ gives $\langle\phi,H\phi\rangle\ge F(\psi)$.

**Attainment.** The bijections force all $S_x$ to have the same number $n$ of elements. Let $n\ge1$ and put $u(x,s)=f(x)/\sqrt n$. Each overlap is then $n\cdot f(x)f(y)/n=f(x)f(y)$, so $\langle u,Hu\rangle=F(f)$. The squared norm of $u$ is $\sum_x f(x)^2$. For spins ½ with all configurations allowed, $u$ has every spin pointing along the same transverse direction.

**Equal lower bounds.** Suppose $E\,\|\phi\|^2\le\langle\phi,H\phi\rangle$ for all $\phi$. Choosing $\phi=u$ gives $E\sum_xf(x)^2\le F(f)$ for all $f$. Conversely, if the latter holds, choosing $f=\psi$ gives

$$E\,\|\phi\|^2=E\sum_x\psi(x)^2\le F(\psi)\le\langle\phi,H\phi\rangle.$$

With at least one site, the two problems therefore have the same ground-state energy. In this finite one-hole model, that energy can be found by diagonalising the matrix $-t_{xy}$ (for symmetric $t$), whose size is the number of sites, which also gives a check on an exact diagonalisation in the full spin space.

**Equality.** Write $O_{xy}$ for the overlap on the left of the Cauchy–Schwarz step. If $\langle\phi,H\phi\rangle=F(\psi)$, then $\sum_{x,y}t_{xy}\,(\psi(x)\psi(y)-O_{xy})=0$. Every term is nonnegative, so every term vanishes, and $t_{xy}>0$ implies $O_{xy}=\psi(x)\psi(y)$. Expanding a square then gives

$$\sum_s\bigl(\psi(y)\phi(x,s)-\psi(x)\phi(y,\tau_{xy}s)\bigr)^2=2\psi(x)\psi(y)\bigl(\psi(x)\psi(y)-O_{xy}\bigr)=0,$$

hence $\psi(y)\phi(x,s)=\psi(x)\phi(y,\tau_{xy}s)$ for every $s$. Where both hole amplitudes are nonzero, the normalised spin states at $x$ and $y$ agree after transport by the hop.

**Two sites and three.** With two sites, $t_{12}=t_{21}=t>0$ and no diagonal terms, there is only one spin. The lowest energy is $-t$, and if both hole amplitudes are nonzero, equality in the bound merely requires the normalised spin state to be the same on either site. The triangle with equal $t>0$ on its bonds is the first case with a real competition. Taking the hole once around it exchanges the two spins, which multiplies a singlet by $-1$ and leaves a triplet unchanged. The lowest triplet energy is $-2t$ and the lowest singlet energy is $-t$.

## States and energies in Lean

The sites form a finite type `X`, and `S x` is the finite type of configurations available when the hole is at `x`.

```lean
import Mathlib

open Finset

namespace NagaokaHole

noncomputable section

variable {X : Type*} [Fintype X] {S : X → Type*} [∀ x, Fintype (S x)]
```

The type `S x ≃ S y` consists of bijections, so `τ` supplies one rearrangement for each ordered pair of sites. Neither symmetry of `t` nor the inverse relation is built into the Hamiltonian.

```lean
/-- The hole Hamiltonian: the hole hops between `x` and `y` with amplitude `-t x y`, and the
spin configuration `s` is carried along by the bijection `τ x y`. -/
def holeHamiltonian (t : X → X → ℝ) (τ : ∀ x y, S x ≃ S y) (φ : ∀ x, S x → ℝ) :
    ∀ x, S x → ℝ :=
  fun x s => -∑ y, t x y * φ y (τ x y s)
```

The energy is the expectation value of this operator, that is, the matrix element with both states equal. It is not divided by the norm.

```lean
/-- The matrix element of the hole Hamiltonian between two real states `χ` and `φ`. -/
def matrixElement (t : X → X → ℝ) (τ : ∀ x y, S x ≃ S y) (χ φ : ∀ x, S x → ℝ) : ℝ :=
  ∑ x, ∑ s, χ x s * holeHamiltonian t τ φ x s
```

The next two definitions are $F(f)$ and $\psi(x)$. In `ferroEnergy` the function `f` may take either sign, whereas `holeAmplitude` is never negative.

```lean
/-- The energy of a hole with amplitude `f x` at site `x` in a ferromagnetic background,
where the spins play no role. -/
def ferroEnergy (t : X → X → ℝ) (f : X → ℝ) : ℝ :=
  -∑ x, ∑ y, t x y * (f x * f y)

/-- The hole amplitude at `x`: the root of the sum of `φ x s ^ 2` over spin configurations `s`. For
a normalised state, its square is the probability of finding the hole at `x`. -/
def holeAmplitude (φ : ∀ x, S x → ℝ) (x : X) : ℝ :=
  √(∑ s, φ x s ^ 2)
```

The trial state $u$ divides by the root of the number of configurations at each site.

```lean
/-- The state whose value on every spin configuration at `x` is `f x` divided by the root of the
number of configurations there. -/
def uniformState (f : X → ℝ) : ∀ x, S x → ℝ :=
  fun x _ => f x / √(Fintype.card (S x) : ℝ)
```

## From matrix elements to the energy bound

The first theorem rewrites a matrix element as a sum of overlaps. Its main step is `sum_comm`, which exchanges the sums over configurations and target sites.

```lean
/-- A matrix element of the Hamiltonian is a sum over hops of the amplitude times the overlap
of the spin states before and after the hop. -/
theorem matrixElement_eq (t : X → X → ℝ) (τ : ∀ x y, S x ≃ S y) (χ φ : ∀ x, S x → ℝ) :
    matrixElement t τ χ φ = -∑ x, ∑ y, t x y * ∑ s, χ x s * φ y (τ x y s) := by
  simp only [matrixElement, holeHamiltonian, mul_neg, sum_neg_distrib, mul_sum, neg_inj]
  refine sum_congr rfl fun x _ => ?_
  rw [sum_comm]
  exact sum_congr rfl fun y _ => sum_congr rfl fun s _ => by ring
```

Symmetry of the Hamiltonian is the only theorem that takes `t x y = t y x` and the inverse relation as hypotheses. `Equiv.sum_comp` performs the substitution $r=\tau_{xy}s$, and `Equiv.symm_apply_apply` cancels a hop against its reverse.

```lean
/-- The hole Hamiltonian is symmetric if the amplitudes are symmetric and the reverse hop
undoes the rearrangement of the spins. -/
theorem matrixElement_symm (t : X → X → ℝ) (τ : ∀ x y, S x ≃ S y)
    (ht : ∀ x y, t x y = t y x) (hτ : ∀ x y, τ y x = (τ x y).symm)
    (χ φ : ∀ x, S x → ℝ) : matrixElement t τ χ φ = matrixElement t τ φ χ := by
  rw [matrixElement_eq, matrixElement_eq]
  congr 1
  rw [sum_comm (f := fun x y => t x y * ∑ s, φ x s * χ y (τ x y s))]
  refine sum_congr rfl fun x _ => sum_congr rfl fun y _ => ?_
  -- relabel the configurations by the hop from x to y
  rw [ht x y, ← Equiv.sum_comp (τ x y) (fun s => φ y s * χ x (τ y x s))]
  congr 1
  refine sum_congr rfl fun s _ => ?_
  rw [hτ x y, Equiv.symm_apply_apply, mul_comm]
```

The bound on a single overlap is Mathlib's Cauchy–Schwarz inequality for finite sums, followed by the same kind of relabelling in the second square root.

```lean
omit [Fintype X] in
/-- The overlap of the spin states before and after a hop is at most the product of the
hole amplitudes at the two sites. -/
theorem overlap_le (τ : ∀ x y, S x ≃ S y) (φ : ∀ x, S x → ℝ) (x y : X) :
    ∑ s, φ x s * φ y (τ x y s) ≤ holeAmplitude φ x * holeAmplitude φ y := by
  have h := Real.sum_mul_le_sqrt_mul_sqrt univ (φ x) (fun s => φ y (τ x y s))
  rw [Equiv.sum_comp (τ x y) (fun s => φ y s ^ 2)] at h
  exact h
```

The main inequality assumes only that every `t x y` is nonnegative. The proof multiplies each overlap bound by its amplitude, adds them up and changes the overall sign. The states are real. For a symmetric $H$ this does not change the ground-state energy, since the real and imaginary parts of a complex state contribute separately to both energy and squared norm.

```lean
/-- For nonnegative `t`, the energy of any real state is at least the ferromagnetic energy
of its hole amplitudes. -/
theorem ferroEnergy_le_energy (t : X → X → ℝ) (τ : ∀ x y, S x ≃ S y)
    (ht : ∀ x y, 0 ≤ t x y) (φ : ∀ x, S x → ℝ) :
    ferroEnergy t (holeAmplitude φ) ≤ matrixElement t τ φ φ := by
  rw [matrixElement_eq, ferroEnergy]
  exact neg_le_neg (sum_le_sum fun x _ => sum_le_sum fun y _ =>
    mul_le_mul_of_nonneg_left (overlap_le τ φ x y) (ht x y))
```

## The ferromagnetic energy is attained

The instance `[∀ x, Nonempty (S x)]` says that each hole position allows at least one spin configuration. `Fintype.card_congr` extracts from the hop the equality of the numbers of configurations at two sites, and the remaining algebra is $n\cdot f(x)f(y)/n=f(x)f(y)$. No sign condition on `t` is needed here.

```lean
/-- With at least one spin configuration for each hole position, the state `uniformState f` has
exactly the ferromagnetic energy of `f`. -/
theorem energy_uniformState [∀ x, Nonempty (S x)] (t : X → X → ℝ)
    (τ : ∀ x y, S x ≃ S y) (f : X → ℝ) :
    matrixElement t τ (uniformState f) (uniformState f) = ferroEnergy t f := by
  rw [matrixElement_eq, ferroEnergy]
  congr 1
  refine sum_congr rfl fun x _ => sum_congr rfl fun y _ => ?_
  -- the hop makes the numbers of configurations equal
  have hc : Fintype.card (S y) = Fintype.card (S x) := (Fintype.card_congr (τ x y)).symm
  have hpos : (0 : ℝ) < Fintype.card (S x) := by exact_mod_cast Fintype.card_pos
  simp only [uniformState, hc, sum_const, card_univ, nsmul_eq_mul]
  rw [div_mul_div_comm, Real.mul_self_sqrt hpos.le]
  field_simp
```

The comparison of ground-state energies is stated through lower bounds: a number `E` bounds the energy per unit squared norm of all states exactly when it does so for the hole alone. This avoids eigenvalues and division by the norm. In the proof, the first direction inserts the uniform state and the second inserts the hole amplitudes; in each, `hn` shows that the squared norms match.

```lean
/-- For nonnegative `t` and at least one spin configuration for each hole position, `E` bounds the
energy per unit squared norm of all states from below exactly when it does so for a hole in the
ferromagnetic background. -/
theorem energy_bound_iff [∀ x, Nonempty (S x)] (t : X → X → ℝ)
    (τ : ∀ x y, S x ≃ S y) (ht : ∀ x y, 0 ≤ t x y) (E : ℝ) :
    (∀ φ : ∀ x, S x → ℝ, E * ∑ x, ∑ s, φ x s ^ 2 ≤ matrixElement t τ φ φ) ↔
      ∀ f : X → ℝ, E * ∑ x, f x ^ 2 ≤ ferroEnergy t f := by
  constructor
  · intro h f
    have hn : ∑ x, ∑ s : S x, uniformState f x s ^ 2 = ∑ x, f x ^ 2 := by
      refine sum_congr rfl fun x _ => ?_
      have hpos : (0 : ℝ) < Fintype.card (S x) := by exact_mod_cast Fintype.card_pos
      simp only [uniformState, sum_const, card_univ, nsmul_eq_mul]
      rw [div_pow, Real.sq_sqrt hpos.le]
      field_simp
    have h1 := h (uniformState f)
    rwa [hn, energy_uniformState] at h1
  · intro h φ
    have hn : ∑ x, holeAmplitude φ x ^ 2 = ∑ x, ∑ s, φ x s ^ 2 :=
      sum_congr rfl fun x _ => Real.sq_sqrt (sum_nonneg fun s _ => sq_nonneg (φ x s))
    rw [← hn]
    exact (h _).trans (ferroEnergy_le_energy t τ ht φ)
```

## Spin states when the bound is saturated

The hypothesis `hE` says that the state has exactly the ferromagnetic energy of its own hole amplitudes, which need not be the ground-state energy. The proof applies `sum_eq_zero_iff_of_nonneg` first to the sum over `x`, then to the sum over `y`, isolating one bond. After the square has been expanded in `h5`, the same lemma shows in `h6` that each squared difference is zero.

```lean
/-- If `t` is nonnegative and a state attains the ferromagnetic energy of its hole amplitudes, then
across every bond with `t x y > 0` the spin components at `x`, multiplied by the hole amplitude at
`y`, equal the components at `y` matched to them by the hop, multiplied by the hole amplitude at
`x`. -/
theorem spin_transport_of_energy_eq (t : X → X → ℝ) (τ : ∀ x y, S x ≃ S y)
    (ht : ∀ x y, 0 ≤ t x y) (φ : ∀ x, S x → ℝ)
    (hE : matrixElement t τ φ φ = ferroEnergy t (holeAmplitude φ))
    {x y : X} (hxy : 0 < t x y) (s : S x) :
    holeAmplitude φ y * φ x s = holeAmplitude φ x * φ y (τ x y s) := by
  have h0 : ∀ x y, 0 ≤ t x y * (holeAmplitude φ x * holeAmplitude φ y -
      ∑ s, φ x s * φ y (τ x y s)) :=
    fun x y => mul_nonneg (ht x y) (sub_nonneg.2 (overlap_le τ φ x y))
  have hsum : ∑ x, ∑ y, t x y * (holeAmplitude φ x * holeAmplitude φ y -
      ∑ s, φ x s * φ y (τ x y s)) = 0 := by
    rw [matrixElement_eq, ferroEnergy] at hE
    simp only [mul_sub, sum_sub_distrib]
    linarith
  -- each bond saturates the Cauchy-Schwarz inequality
  have h1 := (sum_eq_zero_iff_of_nonneg
    (fun x _ => sum_nonneg fun y _ => h0 x y)).1 hsum x (mem_univ x)
  have h2 := (sum_eq_zero_iff_of_nonneg (fun y _ => h0 x y)).1 h1 y (mem_univ y)
  have h3 := (mul_eq_zero.1 h2).resolve_left hxy.ne'
  have hsq : ∀ z, ∑ s, φ z s ^ 2 = holeAmplitude φ z ^ 2 :=
    fun z => (Real.sq_sqrt (sum_nonneg fun s _ => sq_nonneg (φ z s))).symm
  have h4 : ∑ s, (holeAmplitude φ y * φ x s - holeAmplitude φ x * φ y (τ x y s)) ^ 2 = 0 := by
    have h5 : ∑ s, (holeAmplitude φ y * φ x s - holeAmplitude φ x * φ y (τ x y s)) ^ 2 =
        holeAmplitude φ y ^ 2 * ∑ s, φ x s ^ 2 -
        2 * holeAmplitude φ x * holeAmplitude φ y * ∑ s, φ x s * φ y (τ x y s) +
        holeAmplitude φ x ^ 2 * ∑ s, φ y (τ x y s) ^ 2 := by
      simp only [mul_sum, ← sum_sub_distrib, ← sum_add_distrib]
      exact sum_congr rfl fun s _ => by ring
    rw [h5, Equiv.sum_comp (τ x y) (fun s => φ y s ^ 2), hsq, hsq]
    linear_combination 2 * holeAmplitude φ x * holeAmplitude φ y * h3
  have h6 := (sum_eq_zero_iff_of_nonneg (fun s _ => sq_nonneg _)).1 h4 s (mem_univ s)
  exact sub_eq_zero.1 (pow_eq_zero_iff two_ne_zero |>.1 h6)
```

This condition concerns one bond at a time. Nagaoka's theorem says more: that the ground state has maximal total spin and is unique apart from the degeneracy of spin directions. Reaching that conclusion requires the hole's motion to connect all spin configurations of a given magnetisation, an assumption that does not appear here.

## Actual spins moving into the hole

So far the bijections have been abstract. For a lattice with spin values in `M`, a configuration with the hole at `x` is a function on the sites other than `x`. The hop reads the old configuration through the transposition of `x` and `y`: the new value at `x` is the old value at `y`, and all other spins stay where they are.

```lean
/-- Hopping of a hole from `x` to `y` in a lattice of spins with values in `M`: the spin at `y`
moves to `x` and all others stay. -/
def spinHop {X : Type*} [DecidableEq X] (M : Type*) (x y : X) :
    ({z // z ≠ x} → M) ≃ ({z // z ≠ y} → M) where
  toFun s z := s ⟨Equiv.swap x y z.1, by
    rw [Ne, Equiv.swap_apply_eq_iff, Equiv.swap_apply_left]; exact z.2⟩
  invFun s z := s ⟨Equiv.swap x y z.1, by
    rw [Ne, Equiv.swap_apply_eq_iff, Equiv.swap_apply_right]; exact z.2⟩
  left_inv s := funext fun z => congrArg s (Subtype.ext (Equiv.swap_apply_self x y z.1))
  right_inv s := funext fun z => congrArg s (Subtype.ext (Equiv.swap_apply_self x y z.1))
```

Since a transposition does not depend on the order of its two sites, the reverse hop is the inverse bijection. Physical hopping therefore satisfies the relation required for a symmetric Hamiltonian.

```lean
/-- For spins on a lattice, the hop from `y` to `x` is the inverse of the hop
from `x` to `y`. -/
theorem spinHop_witness {X : Type*} [DecidableEq X] (M : Type*) (x y : X) :
    spinHop M y x = (spinHop M x y).symm :=
  Equiv.ext fun s => funext fun z => congrArg s (Subtype.ext
    (congrArg (fun e : Equiv.Perm X => e z.1) (Equiv.swap_comm y x)))

end

end NagaokaHole
```

A fuller derivation would begin with fermionic creation and annihilation operators and project out double occupancy. The sign of each hop would then have to be computed from the operator ordering, and the form of $H$ used here would become a consequence, with $t_{xy}\ge0$ still a condition on the hopping signs. The Cauchy–Schwarz argument would stay the same once that form had been reached.

```lean
#print axioms NagaokaHole.matrixElement_symm
-- 'NagaokaHole.matrixElement_symm' depends on axioms: [propext, Classical.choice, Quot.sound]
#print axioms NagaokaHole.ferroEnergy_le_energy
-- 'NagaokaHole.ferroEnergy_le_energy' depends on axioms: [propext, Classical.choice, Quot.sound]
#print axioms NagaokaHole.energy_bound_iff
-- 'NagaokaHole.energy_bound_iff' depends on axioms: [propext, Classical.choice, Quot.sound]
#print axioms NagaokaHole.spin_transport_of_energy_eq
-- 'NagaokaHole.spin_transport_of_energy_eq' depends on axioms: [propext, Classical.choice, Quot.sound]
```
